# The levels of a spin-3/2 nucleus in a field b distinguish the quadrupole couplings V and −V exactly when bᵀVb ≠ 0

Whether an applied magnetic field reveals the sign of a quadrupole coupling in a Mössbauer experiment is posed here as a question about the four levels of a spin-3/2 nuclear state: do the Hamiltonians with couplings \(V\) and \(-V\), in the same field \(b\), have the same characteristic polynomial?

```lean
import Mathlib

open Matrix

namespace MoessbauerQuadrupoleSign

noncomputable section

/-- The spin-3/2 matrices `I_x, I_y, I_z` in the basis `m = 3/2, 1/2, -1/2, -3/2`. -/
def spin : Fin 3 → Matrix (Fin 4) (Fin 4) ℂ :=
  ![!![0, (√3 : ℝ) / 2, 0, 0; (√3 : ℝ) / 2, 0, 1, 0;
       0, 1, 0, (√3 : ℝ) / 2; 0, 0, (√3 : ℝ) / 2, 0],
    !![0, -Complex.I * (√3 : ℝ) / 2, 0, 0; Complex.I * (√3 : ℝ) / 2, 0, -Complex.I, 0;
       0, Complex.I, 0, -Complex.I * (√3 : ℝ) / 2; 0, 0, Complex.I * (√3 : ℝ) / 2, 0],
    !![3 / 2, 0, 0, 0; 0, 1 / 2, 0, 0; 0, 0, -1 / 2, 0; 0, 0, 0, -3 / 2]]

/-- The nuclear Hamiltonian `∑ V_ij I_i I_j + ∑ b_i I_i`: quadrupole coupling `V` and
Zeeman coupling to a field `b` in energy units. -/
def hamiltonian (V : Matrix (Fin 3) (Fin 3) ℝ) (b : Fin 3 → ℝ) : Matrix (Fin 4) (Fin 4) ℂ :=
  ∑ i, ∑ j, (V i j : ℂ) • (spin i * spin j) + ∑ i, (b i : ℂ) • spin i

/-- The matrix part of time reversal for spin 3/2: it sends `m` to `-m` with alternating sign. -/
def timeReversal : Matrix (Fin 4) (Fin 4) ℂ :=
  !![0, 0, 0, 1; 0, 0, -1, 0; 0, 1, 0, 0; -1, 0, 0, 0]

/-- The matrix part of time reversal for spin 3/2 squares to minus one. -/
theorem timeReversal_sq : timeReversal * timeReversal = -1 := by
  ext i j
  fin_cases i <;> fin_cases j <;>
    simp [timeReversal, Matrix.mul_apply, Fin.sum_univ_succ]

/-- For symmetric `V`, multiplying the transposed Hamiltonian on both sides by the matrix
`timeReversal` gives the Hamiltonian with the opposite quadrupole coupling in the same field. -/
theorem timeReversal_hamiltonian (V : Matrix (Fin 3) (Fin 3) ℝ) (b : Fin 3 → ℝ)
    (hV : V.IsSymm) :
    timeReversal * (hamiltonian V b)ᵀ * timeReversal = hamiltonian (-V) b := by
  have hS : ∀ k, timeReversal * (spin k)ᵀ * timeReversal = spin k := by
    intro k
    ext i j
    simp only [Matrix.mul_apply, Matrix.transpose_apply, Fin.sum_univ_four]
    fin_cases k <;> fin_cases i <;> fin_cases j <;>
      simp [spin, timeReversal, neg_div]
  -- a product of two spins changes sign and order
  have hP : ∀ i j, timeReversal * ((spin j)ᵀ * (spin i)ᵀ) * timeReversal
      = -(spin j * spin i) := by
    intro i j
    have h : (timeReversal * (spin j)ᵀ * timeReversal) * (timeReversal * (spin i)ᵀ * timeReversal)
        = timeReversal * (spin j)ᵀ * (timeReversal * timeReversal) * (spin i)ᵀ * timeReversal := by
      noncomm_ring
    rw [hS, hS, timeReversal_sq] at h
    rw [h]
    noncomm_ring
  simp only [hamiltonian, Matrix.transpose_add, Matrix.transpose_sum, Matrix.transpose_smul,
    Matrix.transpose_mul, Matrix.mul_add, Matrix.add_mul, Finset.mul_sum, Finset.sum_mul,
    Matrix.mul_smul, Matrix.smul_mul, hS, hP]
  congr 1
  rw [Finset.sum_comm]
  refine Finset.sum_congr rfl fun i _ => Finset.sum_congr rfl fun j _ => ?_
  rw [hV.apply i j, Matrix.neg_apply, Complex.ofReal_neg, smul_neg, neg_smul]

/-- The Hamiltonian in the Zeeman basis, for symmetric traceless `V`. -/
theorem hamiltonian_eq (V : Matrix (Fin 3) (Fin 3) ℝ) (b : Fin 3 → ℝ)
    (hV : V.IsSymm) (htr : V.trace = 0) :
    hamiltonian V b =
      let s : ℂ := (√3 : ℝ)
      let a : ℂ := V 0 2 - Complex.I * V 1 2
      let a' : ℂ := V 0 2 + Complex.I * V 1 2
      let c : ℂ := (V 0 0 - V 1 1) / 2 - Complex.I * V 0 1
      let c' : ℂ := (V 0 0 - V 1 1) / 2 + Complex.I * V 0 1
      let β : ℂ := b 0 - Complex.I * b 1
      let β' : ℂ := b 0 + Complex.I * b 1
      (!![3 / 2 * (V 2 2 + b 2), s * (a + β / 2), s * c, 0;
         s * (a' + β' / 2), -3 / 2 * V 2 2 + b 2 / 2, β, s * c;
         s * c', β', -3 / 2 * V 2 2 - b 2 / 2, s * (-a + β / 2);
         0, s * c', s * (-a' + β' / 2), 3 / 2 * (V 2 2 - b 2)] :
        Matrix (Fin 4) (Fin 4) ℂ) := by
  have hs : ((√3 : ℝ) : ℂ) ^ 2 = 3 := by
    rw [← Complex.ofReal_pow, Real.sq_sqrt (by norm_num)]
    norm_num
  have hI := Complex.I_sq
  have ht : (V 0 0 : ℂ) + V 1 1 + V 2 2 = 0 := by
    rw [Matrix.trace_fin_three] at htr
    exact_mod_cast htr
  have h10 := hV.apply 0 1
  have h20 := hV.apply 0 2
  have h21 := hV.apply 1 2
  ext i j
  simp only [hamiltonian, Matrix.add_apply, Matrix.smul_apply, Matrix.mul_apply,
    Fin.sum_univ_three, Fin.sum_univ_four, h10, h20, h21]
  fin_cases i <;> fin_cases j <;> simp [spin] <;> grind

/-- The third spectral moment, for symmetric traceless `V`: `Tr H³ = 18 bᵀVb`. -/
theorem trace_hamiltonian_cube (V : Matrix (Fin 3) (Fin 3) ℝ) (b : Fin 3 → ℝ)
    (hV : V.IsSymm) (htr : V.trace = 0) :
    (hamiltonian V b ^ 3).trace = ((18 * (b ⬝ᵥ V *ᵥ b) : ℝ) : ℂ) := by
  have hs : ((√3 : ℝ) : ℂ) ^ 2 = 3 := by
    rw [← Complex.ofReal_pow, Real.sq_sqrt (by norm_num)]
    norm_num
  have ht : (V 0 0 : ℂ) + V 1 1 + V 2 2 = 0 := by
    rw [Matrix.trace_fin_three] at htr
    exact_mod_cast htr
  rw [hamiltonian_eq V b hV htr]
  simp only [Matrix.trace, Matrix.diag_apply, pow_succ, pow_zero, one_mul, Matrix.mul_apply,
    Fin.sum_univ_four, dotProduct, Matrix.mulVec, Fin.sum_univ_three,
    hV.apply 0 1, hV.apply 0 2, hV.apply 1 2, Matrix.of_apply, Matrix.cons_val',
    Matrix.cons_val_zero, Matrix.cons_val_one, Matrix.cons_val]
  push_cast
  -- reduce with `√3² = 3`, `i² = -1` and the vanishing trace of `V`
  linear_combination
    3 * (2 * b 2 * ((V 0 2 - Complex.I * V 1 2) * (b 0 + Complex.I * b 1)
        + (V 0 2 + Complex.I * V 1 2) * (b 0 - Complex.I * b 1))
      + (b 0 - Complex.I * b 1) ^ 2 * ((V 0 0 - V 1 1) / 2 + Complex.I * V 0 1)
      + (b 0 + Complex.I * b 1) ^ 2 * ((V 0 0 - V 1 1) / 2 - Complex.I * V 0 1)) * hs
    + (9 * V 2 2 * b 1 ^ 2 + 9 * (-4 * b 2 * V 1 2 * b 1 + (V 0 0 - V 1 1) * b 1 ^ 2
      - 4 * V 0 1 * b 0 * b 1)) * Complex.I_sq
    - 9 * ((b 0 : ℂ) ^ 2 + b 1 ^ 2) * ht

/-- For a traceless four-level matrix `M`, the characteristic polynomials of `M` and `-M`
differ by `-(2/3) Tr(M³) X`. -/
theorem charpoly_sub_charpoly_neg (M : Matrix (Fin 4) (Fin 4) ℂ) (h : M.trace = 0) :
    M.charpoly - (-M).charpoly
      = Polynomial.C (-(2 / 3) * (M ^ 3).trace) * Polynomial.X := by
  have det_four : ∀ A : Matrix (Fin 4) (Fin 4) ℂ, A.det =
      A 0 0 * (A 1 1 * (A 2 2 * A 3 3 - A 2 3 * A 3 2) - A 1 2 * (A 2 1 * A 3 3 - A 2 3 * A 3 1)
        + A 1 3 * (A 2 1 * A 3 2 - A 2 2 * A 3 1))
      - A 0 1 * (A 1 0 * (A 2 2 * A 3 3 - A 2 3 * A 3 2) - A 1 2 * (A 2 0 * A 3 3 - A 2 3 * A 3 0)
        + A 1 3 * (A 2 0 * A 3 2 - A 2 2 * A 3 0))
      + A 0 2 * (A 1 0 * (A 2 1 * A 3 3 - A 2 3 * A 3 1) - A 1 1 * (A 2 0 * A 3 3 - A 2 3 * A 3 0)
        + A 1 3 * (A 2 0 * A 3 1 - A 2 1 * A 3 0))
      - A 0 3 * (A 1 0 * (A 2 1 * A 3 2 - A 2 2 * A 3 1) - A 1 1 * (A 2 0 * A 3 2 - A 2 2 * A 3 0)
        + A 1 2 * (A 2 0 * A 3 1 - A 2 1 * A 3 0)) := by
    intro A
    rw [Matrix.det_succ_row_zero]
    simp [Fin.sum_univ_succ, Matrix.det_fin_three, Fin.succAbove]
    ring
  have h33 : M 3 3 = -M 0 0 - M 1 1 - M 2 2 := by
    simp only [Matrix.trace, Matrix.diag_apply, Fin.sum_univ_four] at h
    linear_combination h
  apply Polynomial.funext
  intro x
  simp only [Polynomial.eval_sub, Polynomial.eval_mul, Polynomial.eval_C, Polynomial.eval_X,
    Matrix.eval_charpoly, det_four, Matrix.sub_apply, Matrix.neg_apply, Matrix.scalar_apply,
    Matrix.diagonal_apply, Fin.reduceEq, ↓reduceIte, Matrix.trace, Matrix.diag_apply, pow_succ,
    pow_zero, one_mul, Matrix.mul_apply, Fin.sum_univ_four, h33]
  ring

/-- For symmetric traceless `V`, reversing the sign of the quadrupole coupling in a fixed field
changes the characteristic polynomial only in its linear term, by an amount set by `bᵀVb`. -/
theorem charpoly_sub_reversed (V : Matrix (Fin 3) (Fin 3) ℝ) (b : Fin 3 → ℝ)
    (hV : V.IsSymm) (htr : V.trace = 0) :
    (hamiltonian V b).charpoly - (hamiltonian (-V) b).charpoly
      = Polynomial.C ((-12 * (b ⬝ᵥ V *ᵥ b) : ℝ) : ℂ) * Polynomial.X := by
  have h0 : (hamiltonian V b).trace = 0 := by
    rw [hamiltonian_eq V b hV htr]
    simp only [Matrix.trace, Matrix.diag_apply, Fin.sum_univ_four, Matrix.of_apply,
      Matrix.cons_val', Matrix.cons_val_zero, Matrix.cons_val_one, Matrix.cons_val]
    ring
  -- by time reversal, `H(-V)` has the characteristic polynomial of `-H(V)`
  have hneg : (hamiltonian (-V) b).charpoly = (-hamiltonian V b).charpoly := by
    rw [← timeReversal_hamiltonian V b hV, Matrix.charpoly_mul_comm, ← Matrix.mul_assoc,
      timeReversal_sq, neg_mul, one_mul, ← Matrix.transpose_neg, Matrix.charpoly_transpose]
  rw [hneg, charpoly_sub_charpoly_neg _ h0, trace_hamiltonian_cube V b hV htr]
  congr 2
  push_cast
  ring

/-- For symmetric traceless `V`, the Hamiltonians with couplings `V` and `-V` in the field `b`
have the same characteristic polynomial if and only if `bᵀVb = 0`. -/
theorem sign_hidden_iff (V : Matrix (Fin 3) (Fin 3) ℝ) (b : Fin 3 → ℝ)
    (hV : V.IsSymm) (htr : V.trace = 0) :
    (hamiltonian V b).charpoly = (hamiltonian (-V) b).charpoly ↔ b ⬝ᵥ V *ᵥ b = 0 := by
  rw [← sub_eq_zero, charpoly_sub_reversed V b hV htr, mul_eq_zero, Polynomial.C_eq_zero,
    or_iff_left Polynomial.X_ne_zero, Complex.ofReal_eq_zero]
  constructor <;> intro h <;> linarith

/-- For every nonzero symmetric traceless `V` there is a field in which the characteristic
polynomials for `V` and `-V` differ. -/
theorem exists_revealing_field (V : Matrix (Fin 3) (Fin 3) ℝ)
    (hV : V.IsSymm) (htr : V.trace = 0) (hne : V ≠ 0) :
    ∃ b, (hamiltonian V b).charpoly ≠ (hamiltonian (-V) b).charpoly := by
  by_contra hcon
  have hq : ∀ b : Fin 3 → ℝ, b ⬝ᵥ V *ᵥ b = 0 := fun b =>
    (sign_hidden_iff V b hV htr).1 (by_contra fun h => hcon ⟨b, h⟩)
  -- fields along the axes and the face diagonals determine all entries of `V`
  have h1 := hq ![1, 0, 0]
  have h2 := hq ![0, 1, 0]
  have h3 := hq ![0, 0, 1]
  have h4 := hq ![1, 1, 0]
  have h5 := hq ![1, 0, 1]
  have h6 := hq ![0, 1, 1]
  have h10 := hV.apply 0 1
  have h20 := hV.apply 0 2
  have h21 := hV.apply 1 2
  simp [dotProduct, Matrix.mulVec, Fin.sum_univ_three] at h1 h2 h3 h4 h5 h6
  apply hne
  ext i j
  fin_cases i <;> fin_cases j <;> simp <;> linarith

/-- Magic-angle condition: for an axial coupling `q (3 n nᵀ - 1)` with `q ≠ 0` and unit axis `n`,
the two signs give the same characteristic polynomial exactly when `3 (n·b)² = b·b`. -/
theorem axial_sign_hidden_iff (q : ℝ) (n b : Fin 3 → ℝ) (hq : q ≠ 0) (hn : n ⬝ᵥ n = 1) :
    let V : Matrix (Fin 3) (Fin 3) ℝ := q • ((3 : ℝ) • Matrix.vecMulVec n n - 1)
    (hamiltonian V b).charpoly = (hamiltonian (-V) b).charpoly
      ↔ 3 * (n ⬝ᵥ b) ^ 2 = b ⬝ᵥ b := by
  intro V
  have hV : V.IsSymm := by
    ext i j
    simp [V, Matrix.vecMulVec_apply, Matrix.one_apply, eq_comm, mul_comm]
  have htr : V.trace = 0 := by
    simp [V, -mul_eq_zero]
    linear_combination 3 * q * hn
  have hval : b ⬝ᵥ V *ᵥ b = q * (3 * (n ⬝ᵥ b) ^ 2 - b ⬝ᵥ b) := by
    simp [V, dotProduct, Matrix.mulVec, Fin.sum_univ_three, Matrix.vecMulVec_apply,
      Matrix.one_apply]
    ring
  rw [sign_hidden_iff V b hV htr, hval, mul_eq_zero, or_iff_right hq, sub_eq_zero]

end

end MoessbauerQuadrupoleSign
```

```lean
#print axioms MoessbauerQuadrupoleSign.exists_revealing_field
#print axioms MoessbauerQuadrupoleSign.axial_sign_hidden_iff
```

```
'MoessbauerQuadrupoleSign.exists_revealing_field' depends on axioms: [propext, Classical.choice, Quot.sound]
'MoessbauerQuadrupoleSign.axial_sign_hidden_iff' depends on axioms: [propext, Classical.choice, Quot.sound]
```

## The nucleus and its Hamiltonian

The excited state of the usual Mössbauer transition in \(^{57}\)Fe has spin 3/2. Its Hamiltonian, `hamiltonian V b`, is

\[
H(V,b)=\sum_{i,j}V_{ij}I_iI_j+\sum_i b_iI_i ,
\]

where the indices 0, 1, 2 stand for \(x,y,z\), and `spin` lists the matrices \(I_i\) explicitly in the basis \(m=3/2,1/2,-1/2,-3/2\).

The letter \(V\) often denotes the electric field gradient itself. Here it is that tensor multiplied by \(eQ/6\), with \(e\) the elementary charge and \(Q\) the nuclear quadrupole moment, so it is an energy. The vector \(b\) is the total magnetic field at the nucleus in energy units, with the sign of the nuclear moment absorbed.

The tensor is symmetric (`V.IsSymm`) because it comes from second derivatives of a potential. Its trace is removed by convention (`V.trace = 0`): a trace part would only add a multiple of \(I^2\), which shifts all four levels together. Since \(H\) is Hermitian, equal characteristic polynomials mean equal levels, multiplicities included.

The step from here to a measured spectrum is the passage from levels to lines: ground-state splitting, transition intensities and any average over crystal orientations are not modelled. Two couplings with the same excited levels could still give different intensities.

## The third moment is 18 bᵀVb

Put \(s=\sqrt3\), \(a=V_{02}-iV_{12}\), \(c=(V_{00}-V_{11})/2-iV_{01}\) and \(\beta=b_0-ib_1\). Multiplying out the spin matrices gives the diagonal

\[
\tfrac32(V_{22}+b_2),\quad -\tfrac32V_{22}+\tfrac12b_2,\quad -\tfrac32V_{22}-\tfrac12b_2,\quad \tfrac32(V_{22}-b_2),
\]

whose sum is zero, and the upper off-diagonal entries

\[
H_{01}=s(a+\tfrac{\beta}{2}),\quad H_{02}=H_{13}=sc,\quad H_{12}=\beta,\quad H_{23}=s(-a+\tfrac{\beta}{2}),\quad H_{03}=0 .
\]

For a Hermitian matrix,

\[
\mathrm{Tr}\,H^3=\sum_i H_{ii}^3+3\sum_{i<j}(H_{ii}+H_{jj})|H_{ij}|^2+6\,\mathrm{Re}\sum_{i<j<k}H_{ij}H_{jk}H_{ki}.
\]

The three parts are as follows.

- The diagonal cubes sum to \(18V_{22}b_2^2\).
- In the second sum the \(|c|^2\) terms cancel. What remains is \(18b_2\left(|a+\beta/2|^2-|a-\beta/2|^2\right)-9V_{22}|\beta|^2\), which equals \(36b_2(V_{02}b_0+V_{12}b_1)-9V_{22}(b_0^2+b_1^2)\).
- Only the triples \(0,1,2\) and \(1,2,3\) contribute to the third sum. They give \(18\,\mathrm{Re}(\beta^2\bar c)=9(b_0^2-b_1^2)(V_{00}-V_{11})+36V_{01}b_0b_1\).

Replacing \(-V_{22}\) by \(V_{00}+V_{11}\) in the second part and adding yields

\[
\mathrm{Tr}\,H(V,b)^3=18\sum_{i,j}b_iV_{ij}b_j=18\,b^{T}Vb .
\]

In Lean, `hamiltonian_eq` checks the matrix entry by entry. `trace_hamiltonian_cube` then expands the trace, and its `linear_combination` supplies the multiples of \(\sqrt3^2=3\), \(i^2=-1\) and \(\mathrm{Tr}\,V=0\) that close the identity.

## Time reversal relates H(−V, b) to −H(V, b)

Let \(T\) be the matrix `timeReversal`. It is the matrix part of the antiunitary operator; transposition takes the place of complex conjugation, which has the same effect on Hermitian spin matrices. Direct multiplication gives \(T^2=-1\) and \(TI_k^{T}T=I_k\), where the superscript denotes the transpose. For a product, inserting \(1=-T^2\) between the factors gives

\[
T(I_iI_j)^{T}T=TI_j^{T}I_i^{T}T=-(TI_j^{T}T)(TI_i^{T}T)=-I_jI_i .
\]

The linear terms therefore keep their sign and the quadratic terms change theirs. With \(V_{ij}=V_{ji}\),

\[
T\,H(V,b)^{T}\,T=H(-V,b).
\]

Because \(T^{-1}=-T\), the left side is similar to \(-H(V,b)^{T}\). So \(H(-V,b)\) has the characteristic polynomial of \(-H(V,b)\): reversing the coupling reflects the level scheme about zero energy. Time reversal itself, which has \(T^{-1}\) in place of the right-hand \(T\), keeps the coupling and reverses the field: \(T\,H(V,b)^{T}\,T^{-1}=H(V,-b)\).

The theorem `timeReversal_hamiltonian` follows the same path, with `hS` for single spins, `hP` for products, and an exchange of summation indices at the end.

## Only the linear coefficient can differ

For a traceless \(4\times4\) matrix \(M\), the characteristic polynomial is \(X^4+e_2X^2-e_3X+e_4\), where \(e_k\) is the \(k\)-th elementary symmetric function of the eigenvalues. Passing to \(-M\) changes only the sign of \(e_3\). Newton's identity with \(e_1=0\) gives \(\mathrm{Tr}\,M^3=3e_3\), so the two polynomials differ by \(-2e_3X=-\tfrac23\mathrm{Tr}(M^3)X\).

The Lean proof of `charpoly_sub_charpoly_neg` bypasses Newton's identity. It expands the determinant, eliminates the last diagonal entry through the trace condition, and compares the polynomials at every \(x\).

In `charpoly_sub_reversed` the results combine to

\[
\chi_{H(V,b)}-\chi_{H(-V,b)}=-12\,(b^{T}Vb)\,X ,
\]

where \(\chi\) denotes the characteristic polynomial. This vanishes exactly when \(b^{T}Vb=0\), which is `sign_hidden_iff`.

## Fields that reveal the sign, and the magic angle

If \(V\neq0\), some field separates the two couplings (`exists_revealing_field`). Otherwise \(b^{T}Vb\) would vanish for all \(b\). Fields along the axes would then give \(V_{ii}=0\), and fields along the face diagonals would give \(2V_{ij}=0\), so \(V\) would be zero.

For an axial coupling \(V=q(3nn^{T}-1)\) with unit axis \(n\) and \(q\neq0\),

\[
b^{T}Vb=q\left(3(n\cdot b)^2-b\cdot b\right).
\]

The number \(q\) is an energy, one sixth of the zero-field splitting up to sign, and not the field gradient that often carries this letter. By `axial_sign_hidden_iff` the sign is hidden exactly when \(3(n\cdot b)^2=b\cdot b\). For a nonzero field this places \(b\) at about \(54.7^\circ\) to the axis line.

In electronic-structure work, where a computed field gradient comes with a sign, the criterion tells which directions of the field at the nucleus let the excited levels of a single static spin-3/2 nucleus test that sign, provided the tensor, including its principal axes, is otherwise known.

## One axial nucleus in three fields

Take \(q=1\) and \(n\) along \(z\), so that \(V=\mathrm{diag}(-1,-1,2)\) in some energy unit.

**No field.** With \(b=0\) the levels are \(3,3,-3,-3\) for both \(V\) and \(-V\). The sign is hidden, as it is for every \(V\) at \(b=0\).

**Field along the axis.** With \(b=(0,0,1)\) the matrix is diagonal, and the levels are

\[
V:\ \tfrac92,\ \tfrac32,\ -\tfrac52,\ -\tfrac72;\qquad
-V:\ \tfrac72,\ \tfrac52,\ -\tfrac32,\ -\tfrac92 .
\]

The cubes of the first set sum to \(91.125+3.375-15.625-42.875=36\), which is \(18\,b^{T}Vb\) with \(b^{T}Vb=2\). The characteristic polynomials are \(X^4-20.5X^2\mp12X+59.0625\), with the upper sign for \(V\), and they differ by \(-24X\) as predicted.

**Field at the magic angle.** With \(b=(1,1,1)\) one finds \(b^{T}Vb=-1-1+2=0\). This field is stronger than the previous one, yet the levels for \(V\) and \(-V\) coincide.
